# For t, U > 0, the lowest singlet gap of the symmetric Hubbard dimer exceeds its Kohn-Sham gap by more than U/2 and less than U

Put two electrons in a singlet on two equivalent sites, with hopping t > 0 and on-site repulsion U > 0, and take the basis "both on site 1, both on site 2, one on each". A level is an eigenvalue of the resulting 3×3 matrix `singletH t U`, and the Kohn-Sham dimer is the same matrix at U = 0.

In Lean 4 with Mathlib:

```lean
import Mathlib

open Matrix

namespace HubbardDimerEnsembleGap

noncomputable section

/-- The singlet Hamiltonian of the symmetric Hubbard dimer with hopping `t` and repulsion `U`,
in the basis: both electrons on site 1, both on site 2, one on each site. -/
def singletH (t U : ℝ) : Matrix (Fin 3) (Fin 3) ℝ :=
  !![U, 0, -(√2 * t); 0, U, -(√2 * t); -(√2 * t), -(√2 * t), 0]

/-- `μ` is an energy level of `A`: some nonzero state `v` satisfies `A v = μ v`. -/
def IsLevel (A : Matrix (Fin 3) (Fin 3) ℝ) (μ : ℝ) : Prop :=
  ∃ v : Fin 3 → ℝ, v ≠ 0 ∧ A *ᵥ v = μ • v

/-- `a < b` are the two lowest distinct energy levels of `A`. -/
def IsLowestPair (A : Matrix (Fin 3) (Fin 3) ℝ) (a b : ℝ) : Prop :=
  a < b ∧ IsLevel A a ∧ IsLevel A b ∧ ∀ μ, IsLevel A μ → μ = a ∨ b ≤ μ

/-- The energy of a two-state ensemble with weight `w` on the excited state. -/
def ensembleEnergy (E₀ E₁ w : ℝ) : ℝ := (1 - w) * E₀ + w * E₁

/-- The stationary Schrödinger equation of the singlet dimer, written in components. -/
theorem schrodinger_iff (t U μ : ℝ) (v : Fin 3 → ℝ) :
    singletH t U *ᵥ v = μ • v ↔
      U * v 0 + -(√2 * t) * v 2 = μ * v 0 ∧ U * v 1 + -(√2 * t) * v 2 = μ * v 1 ∧
      -(√2 * t) * v 0 + -(√2 * t) * v 1 = μ * v 2 := by
  have e0 : (singletH t U *ᵥ v) 0 = U * v 0 + -(√2 * t) * v 2 := by
    simp [singletH, Matrix.mulVec, dotProduct, Fin.sum_univ_three]
  have e1 : (singletH t U *ᵥ v) 1 = U * v 1 + -(√2 * t) * v 2 := by
    simp [singletH, Matrix.mulVec, dotProduct, Fin.sum_univ_three]
  have e2 : (singletH t U *ᵥ v) 2 = -(√2 * t) * v 0 + -(√2 * t) * v 1 := by
    simp [singletH, Matrix.mulVec, dotProduct, Fin.sum_univ_three]
  constructor
  · intro h
    exact ⟨e0.symm.trans (congrFun h 0), e1.symm.trans (congrFun h 1),
      e2.symm.trans (congrFun h 2)⟩
  · rintro ⟨h0, h1, h2⟩
    funext i
    fin_cases i
    exacts [e0.trans h0, e1.trans h1, e2.trans h2]

/-- For `t > 0`, every singlet eigenstate of the dimer has equal (unnormalised) occupations
of the two sites, whatever the value of `U`. -/
theorem site_occupations_equal {t U μ : ℝ} (ht : 0 < t) {v : Fin 3 → ℝ}
    (h : singletH t U *ᵥ v = μ • v) :
    2 * v 0 ^ 2 + v 2 ^ 2 = 2 * v 1 ^ 2 + v 2 ^ 2 := by
  obtain ⟨h0, h1, h2⟩ := (schrodinger_iff t U μ v).1 h
  have hs0 : √2 * t ≠ 0 := by positivity
  have hd : (U - μ) * (v 0 - v 1) = 0 := by linear_combination h0 - h1
  rcases mul_eq_zero.1 hd with hμ | hv
  · -- the odd state: no weight on the covalent configuration
    have hz : (√2 * t) * v 2 = 0 := by linear_combination v 0 * hμ - h0
    have hz2 : v 2 = 0 := (mul_eq_zero.1 hz).resolve_left hs0
    have hsum : (√2 * t) * (v 0 + v 1) = 0 := by linear_combination -h2 - μ * hz2
    have hsum' : v 0 + v 1 = 0 := (mul_eq_zero.1 hsum).resolve_left hs0
    linear_combination 2 * (v 0 - v 1) * hsum'
  · linear_combination 2 * (v 0 + v 1) * hv

/-- For `t > 0`, the singlet levels of the dimer are exactly `U` and
`(U ± √(U² + 16t²))/2`. -/
theorem singlet_spectrum {t : ℝ} (ht : 0 < t) (U μ : ℝ) :
    IsLevel (singletH t U) μ ↔
      μ = U ∨ μ = (U - √(U ^ 2 + 16 * t ^ 2)) / 2 ∨ μ = (U + √(U ^ 2 + 16 * t ^ 2)) / 2 := by
  have hc : √(U ^ 2 + 16 * t ^ 2) ^ 2 = U ^ 2 + 16 * t ^ 2 := Real.sq_sqrt (by positivity)
  have hs0 : √2 * t ≠ 0 := by positivity
  have hs2 : (√2 * t) ^ 2 = 2 * t ^ 2 := by
    rw [mul_pow, Real.sq_sqrt (by norm_num)]
  constructor
  · rintro ⟨v, hv, h⟩
    obtain ⟨h0, h1, h2⟩ := (schrodinger_iff t U μ v).1 h
    by_cases hμ : μ = U
    · exact Or.inl hμ
    right
    -- away from energy `U` the state is even under exchange of the sites
    have he : v 0 = v 1 := mul_left_cancel₀ (sub_ne_zero.2 (Ne.symm hμ))
      (by linear_combination h0 - h1)
    have hv0 : v 0 ≠ 0 := by
      intro hz
      have hz' : (√2 * t) * v 2 = 0 := by linear_combination (U - μ) * hz - h0
      have hz2 : v 2 = 0 := (mul_eq_zero.1 hz').resolve_left hs0
      apply hv
      funext i
      fin_cases i
      exacts [hz, he.symm.trans hz, hz2]
    have hq : (μ ^ 2 - U * μ - 4 * t ^ 2) * v 0 = 0 := by
      linear_combination (√2 * t) * h2 - μ * h0 + 2 * v 0 * hs2 - (√2 * t) ^ 2 * he
    have hq' := (mul_eq_zero.1 hq).resolve_right hv0
    have hf : (μ - (U - √(U ^ 2 + 16 * t ^ 2)) / 2) *
        (μ - (U + √(U ^ 2 + 16 * t ^ 2)) / 2) = 0 := by
      linear_combination hq' - hc / 4
    exact (mul_eq_zero.1 hf).imp sub_eq_zero.1 sub_eq_zero.1
  · -- explicit even eigenstates for the roots of the quadratic
    have key : ∀ x : ℝ, x ^ 2 - U * x - 4 * t ^ 2 = 0 → IsLevel (singletH t U) x := by
      intro x hx
      refine ⟨![√2 * t, √2 * t, U - x], fun h => hs0 (congrFun h 0),
        (schrodinger_iff t U x _).2 ⟨?_, ?_, ?_⟩⟩
      · show U * (√2 * t) + -(√2 * t) * (U - x) = x * (√2 * t)
        ring
      · show U * (√2 * t) + -(√2 * t) * (U - x) = x * (√2 * t)
        ring
      · show -(√2 * t) * (√2 * t) + -(√2 * t) * (√2 * t) = x * (U - x)
        linear_combination (-2) * hs2 + hx
    rintro (rfl | rfl | rfl)
    · refine ⟨![1, -1, 0], fun h => one_ne_zero (α := ℝ) (congrFun h 0),
        (schrodinger_iff t μ μ _).2 ⟨?_, ?_, ?_⟩⟩
      · show μ * 1 + -(√2 * t) * 0 = μ * 1
        ring
      · show μ * (-1) + -(√2 * t) * 0 = μ * (-1)
        ring
      · show -(√2 * t) * 1 + -(√2 * t) * (-1) = μ * 0
        ring
    · exact key _ (by linear_combination hc / 4)
    · exact key _ (by linear_combination hc / 4)

/-- For `t > 0` and `U ≥ 0`, the two lowest singlet levels are `(U - √(U² + 16t²))/2`
and `U`, and no other pair qualifies. -/
theorem lowest_pair_iff {t U : ℝ} (ht : 0 < t) (hU : 0 ≤ U) (a b : ℝ) :
    IsLowestPair (singletH t U) a b ↔ a = (U - √(U ^ 2 + 16 * t ^ 2)) / 2 ∧ b = U := by
  have hc : U < √(U ^ 2 + 16 * t ^ 2) := (Real.lt_sqrt hU).2 (by nlinarith [pow_pos ht 2])
  have h₀ : IsLowestPair (singletH t U) ((U - √(U ^ 2 + 16 * t ^ 2)) / 2) U := by
    refine ⟨by linarith, (singlet_spectrum ht U _).2 (Or.inr (Or.inl rfl)),
      (singlet_spectrum ht U _).2 (Or.inl rfl), fun μ hμ => ?_⟩
    rcases (singlet_spectrum ht U μ).1 hμ with h | h | h
    · exact Or.inr h.ge
    · exact Or.inl h
    · right
      linarith
  constructor
  · rintro ⟨hab, ha, hb, hmin⟩
    obtain ⟨hab', ha', hb', hmin'⟩ := h₀
    have hae : a = (U - √(U ^ 2 + 16 * t ^ 2)) / 2 := by
      rcases hmin' a ha with h | h
      · exact h
      · rcases hmin _ ha' with h' | h' <;> linarith
    refine ⟨hae, le_antisymm ?_ ?_⟩
    · rcases hmin _ hb' with h | h <;> linarith
    · rcases hmin' _ hb with h | h <;> linarith
  · rintro ⟨rfl, rfl⟩
    exact h₀

/-- For `t, U > 0`, the gap between the two lowest singlet levels is `(U + √(U² + 16t²))/2`.
The gap of the non-interacting (Kohn-Sham) dimer is `2t`, and the excess of the first over
the second lies strictly between `U/2` and `U`. -/
theorem ensemble_gap_correction {t U E₀ E₁ K₀ K₁ : ℝ} (ht : 0 < t) (hU : 0 < U)
    (hE : IsLowestPair (singletH t U) E₀ E₁) (hK : IsLowestPair (singletH t 0) K₀ K₁) :
    E₁ - E₀ = (U + √(U ^ 2 + 16 * t ^ 2)) / 2 ∧ K₁ - K₀ = 2 * t ∧
      U / 2 < (E₁ - E₀) - (K₁ - K₀) ∧ (E₁ - E₀) - (K₁ - K₀) < U := by
  obtain ⟨hE0, hE1⟩ := (lowest_pair_iff ht hU.le _ _).1 hE
  obtain ⟨hK0, hK1⟩ := (lowest_pair_iff ht le_rfl _ _).1 hK
  have hr : √((0 : ℝ) ^ 2 + 16 * t ^ 2) = 4 * t := by
    rw [show (0 : ℝ) ^ 2 + 16 * t ^ 2 = (4 * t) ^ 2 by ring, Real.sqrt_sq (by positivity)]
  rw [hr] at hK0
  -- the square root lies strictly between `4t` and `U + 4t`
  have hlo : 4 * t < √(U ^ 2 + 16 * t ^ 2) :=
    (Real.lt_sqrt (by positivity)).2 (by nlinarith [pow_pos hU 2])
  have hhi : √(U ^ 2 + 16 * t ^ 2) < U + 4 * t :=
    (Real.sqrt_lt' (by positivity)).2 (by nlinarith [mul_pos hU ht])
  refine ⟨?_, ?_, ?_, ?_⟩ <;> linarith

/-- For `t, U > 0`, the difference of the interacting and Kohn-Sham ensemble energies has, at
every weight `w`, the slope `(U + √(U² + 16t²))/2 - 2t`. -/
theorem weight_derivative {t U E₀ E₁ K₀ K₁ : ℝ} (ht : 0 < t) (hU : 0 < U)
    (hE : IsLowestPair (singletH t U) E₀ E₁) (hK : IsLowestPair (singletH t 0) K₀ K₁) (w : ℝ) :
    HasDerivAt (fun x => ensembleEnergy E₀ E₁ x - ensembleEnergy K₀ K₁ x)
      ((U + √(U ^ 2 + 16 * t ^ 2)) / 2 - 2 * t) w := by
  obtain ⟨h1, h2, -, -⟩ := ensemble_gap_correction ht hU hE hK
  -- both ensemble energies are linear in the weight
  have hf : (fun x => ensembleEnergy E₀ E₁ x - ensembleEnergy K₀ K₁ x) =
      fun x => x * ((U + √(U ^ 2 + 16 * t ^ 2)) / 2 - 2 * t) + (E₀ - K₀) := by
    funext x
    simp only [ensembleEnergy]
    linear_combination x * h1 - x * h2
  rw [hf]
  exact (((hasDerivAt_id' w).mul_const _).add_const _).congr_deriv (one_mul _)

/-- For `t, U > 0`, the gap correction is larger than `U - 2t` and at most
`U/2 + U²/(16t)`. -/
theorem correction_coupling_bounds {t U E₀ E₁ K₀ K₁ : ℝ} (ht : 0 < t) (hU : 0 < U)
    (hE : IsLowestPair (singletH t U) E₀ E₁) (hK : IsLowestPair (singletH t 0) K₀ K₁) :
    U - 2 * t < (E₁ - E₀) - (K₁ - K₀) ∧
      (E₁ - E₀) - (K₁ - K₀) ≤ U / 2 + U ^ 2 / (16 * t) := by
  obtain ⟨h1, h2, -, -⟩ := ensemble_gap_correction ht hU hE hK
  have hlo : U < √(U ^ 2 + 16 * t ^ 2) :=
    (Real.lt_sqrt hU.le).2 (by nlinarith [pow_pos ht 2])
  have hq : 16 * t * (U ^ 2 / (16 * t)) = U ^ 2 := by field_simp
  have hhi : √(U ^ 2 + 16 * t ^ 2) ≤ 4 * t + 2 * (U ^ 2 / (16 * t)) :=
    Real.sqrt_le_iff.2 ⟨by positivity, by nlinarith [sq_nonneg (U ^ 2 / (16 * t))]⟩
  constructor <;> linarith

end

end HubbardDimerEnsembleGap
```

```lean
#print axioms HubbardDimerEnsembleGap.site_occupations_equal
-- 'HubbardDimerEnsembleGap.site_occupations_equal' depends on axioms: [propext, Classical.choice, Quot.sound]
#print axioms HubbardDimerEnsembleGap.ensemble_gap_correction
-- 'HubbardDimerEnsembleGap.ensemble_gap_correction' depends on axioms: [propext, Classical.choice, Quot.sound]
#print axioms HubbardDimerEnsembleGap.weight_derivative
-- 'HubbardDimerEnsembleGap.weight_derivative' depends on axioms: [propext, Classical.choice, Quot.sound]
#print axioms HubbardDimerEnsembleGap.correction_coupling_bounds
-- 'HubbardDimerEnsembleGap.correction_coupling_bounds' depends on axioms: [propext, Classical.choice, Quot.sound]
```

## Levels, gaps and the Kohn-Sham reference

`IsLevel` asks for a nonzero real eigenvector, and `IsLowestPair A a b` says that a < b are levels of A with no other level below b. The main theorem, `ensemble_gap_correction`, takes such pairs E₀, E₁ for the interacting dimer and K₀, K₁ for U = 0. With c = √(U² + 16t²), it states

E₁ − E₀ = (U + c)/2,  K₁ − K₀ = 2t,  U/2 < Δ < U,

where Δ = (E₁ − E₀) − (K₁ − K₀). By `lowest_pair_iff`, both pairs exist and are unique.

A Kohn-Sham system must reproduce the interacting density. In a state v, the occupations of sites 1 and 2 are 2v₀² + v₂² and 2v₁² + v₂², each divided by v₀² + v₁² + v₂². `site_occupations_equal` shows that the numerators agree in every eigenstate; since the occupations sum to 2, each is 1. Interacting and non-interacting ensembles therefore share the density (1, 1) at every weight, which justifies equal site potentials in the reference.

`weight_derivative` states that the interacting minus the Kohn-Sham ensemble energy has slope Δ in the weight w of the excited state. The formula holds for every real w, while a physical ensemble with ordered weights has 0 ≤ w ≤ 1/2. In ensemble density-functional theory this slope is read as the weight derivative of the Hartree-exchange-correlation energy at fixed density, so this symmetric two-site model supplies an exact test value for approximate ensemble functionals.

The gap is a neutral excitation at fixed electron number, not the fundamental gap, and the triplet is left out of the matrix.

## From the eigenvalue equation to the bounds

Write s = √2 t. In components (`schrodinger_iff`), the eigenvalue equation is

U v₀ − s v₂ = μ v₀
U v₁ − s v₂ = μ v₁
−s v₀ − s v₁ = μ v₂.

Subtracting the second line from the first gives (U − μ)(v₀ − v₁) = 0.

If μ = U, the first line gives v₂ = 0 and the third gives v₁ = −v₀. This is the odd state (1, −1, 0)/√2, and it has equal occupations.

If μ ≠ U, then v₀ = v₁, and the occupations are again equal. Here v₀ ≠ 0, since otherwise the first line would give v₂ = 0 and the whole vector would vanish. Multiplying the third line by s and inserting s v₂ = (U − μ)v₀ gives

−4t² v₀ = μ(U − μ)v₀, hence μ² − Uμ − 4t² = 0,

so μ = (U ± c)/2. Conversely, each root has the eigenvector (s, s, U − μ), with squared norm 4t² + (U − μ)². `singlet_spectrum` follows this case split: `linear_combination` does the eliminations, and `key` checks the even eigenvectors.

Because c > U, the levels are ordered as

(U − c)/2 < U < (U + c)/2.

`lowest_pair_iff` proves this order and obtains uniqueness by comparing any candidate pair with this one. The gap is U − (U − c)/2 = (U + c)/2. At U = 0, c = 4t and the gap is 2t. Thus

Δ = (U + c)/2 − 2t.

For the bounds, compare squares:

16t² < U² + 16t² < (U + 4t)²,

so 4t < c < U + 4t, which is U/2 < Δ < U.

`correction_coupling_bounds` uses two further estimates. From c > U follows Δ > U − 2t. From c ≤ 4t + U²/(8t), whose right side squared exceeds c² by U⁴/(64t²), follows Δ ≤ U/2 + U²/(16t). Dividing by U shows that Δ/U tends to 1/2 at weak coupling and to 1 at strong coupling.

Finally, each ensemble energy is linear in w, with its gap as slope; `weight_derivative` rewrites the difference as a linear function and differentiates it.

## The case t = 1, U = 3

Here c = √(9 + 16) = 5, and the levels are −1, 3 and 4. The interacting gap is 4 and the Kohn-Sham gap is 2, so Δ = 2, between 1.5 and 3. The coupling bounds read 1 < 2 ≤ 2.0625. The ensemble energies are −1 + 4w and −2 + 2w; their difference, 1 + 2w, has slope 2.
